# The effective-mass sum rule and the sign of the Drude weight of a periodic band

Let $E(k)$ be the energy of a one-dimensional band at wavevector $k$, periodic with period $L$, and let $f(\varepsilon)$ be the occupation of a state of energy $\varepsilon$. With $\hbar = 1$ the group velocity is $E'(k)$ and the inverse effective mass is $E''(k)$. A uniform field shifts every occupied state rigidly by $\delta$ in $k$, so the particle current is proportional to $\int f(E(k))\,E'(k+\delta)\,dk$ over one zone $[a, a+L]$, where $a$ is any starting point. Its slope at $\delta = 0$ is the Drude weight
$$D = \int_a^{a+L} f(E(k))\,E''(k)\,dk .$$
In this form $D$ has no visible sign. Since $E'$ returns to its value after one period, $E''$ integrates to zero and is negative somewhere unless the band is flat. Nothing in the integrand excludes a current against the applied force, and states deep in the band seem to count as much as those where the occupation changes. The sum rule rewrites $D$ as an integral whose sign can be read off when the occupation does not increase with energy, as in thermal equilibrium. For non-interacting electrons in a single one-dimensional band it then yields a nonnegative weight for a metal and zero weight for a filled band.

## The objects

```lean
import Mathlib

open MeasureTheory intervalIntegral Set

namespace EffectiveMassSumRule

noncomputable section
```

A band is a function `E : ℝ → ℝ` on the whole line, and velocity and inverse mass are its first and second `deriv`.

```lean
/-- Group velocity `E'(k)` of the band `E` (with ħ = 1). -/
def velocity (E : ℝ → ℝ) : ℝ → ℝ := deriv E

/-- Inverse effective mass `E''(k)` of the band `E` (with ħ = 1). -/
def invMass (E : ℝ → ℝ) : ℝ → ℝ := deriv (deriv E)
```

`drudeWeight f E a L` is $D$. Charge, spin degeneracy and the factor $1/2\pi$ of the $k$-space density are left out, and the integral is not divided by $L$. The interval integral is oriented, so for negative $L$ it is minus the integral over $[a+L, a]$.

```lean
/-- Drude weight: the inverse effective mass weighted by the occupation `f(E(k))`,
integrated over the zone `[a, a + L]`. -/
def drudeWeight (f E : ℝ → ℝ) (a L : ℝ) : ℝ :=
  ∫ k in a..a + L, f (E k) * invMass E k
```

The second quantity is the Fermi-surface weight
$$W = \int_a^{a+L} \bigl(-f'(E(k))\bigr)\,E'(k)^2\,dk ,$$
where `deriv f (E k)` is the energy derivative of $f$ evaluated at $\varepsilon = E(k)$.

```lean
/-- Fermi-surface weight: the squared group velocity weighted by `-f'(E(k))`,
integrated over the zone `[a, a + L]`. -/
def fermiSurfaceWeight (f E : ℝ → ℝ) (a L : ℝ) : ℝ :=
  ∫ k in a..a + L, -deriv f (E k) * velocity E k ^ 2
```

The smoothness hypotheses are `ContDiff ℝ 2 E` and `ContDiff ℝ 1 f` on all of $\mathbb{R}$, which leaves out bands with kinks at crossings and the sharp zero-temperature step. The band is given, not derived from a Hamiltonian, and $f$ is not required to lie in $[0,1]$. The name "effective-mass sum rule" is also used for the expression of $E''$ through interband momentum matrix elements; no second band and no matrix element appears in the identity $D = W$ proved here.

## The velocity

Differentiating $E(k+L) = E(k)$ gives $E'(k+L) = E'(k)$. In Lean, `funext hper` turns periodicity into an equality of functions, and `deriv_comp_add_const` says that the derivative of the shifted function at $k$ is $E'(k+L)$. The number $L$ is any period, not necessarily the smallest.

```lean
variable {f E : ℝ → ℝ} {L : ℝ}

/-- The group velocity of a band of period `L` has period `L`. -/
theorem velocity_periodic (hper : Function.Periodic E L) :
    Function.Periodic (velocity E) L := by
  intro k
  have h : (fun x => E (x + L)) = E := funext hper
  have h2 : deriv (fun x => E (x + L)) k = deriv E (k + L) := deriv_comp_add_const E L k
  rw [h] at h2
  exact h2.symm
```

A $C^2$ band has a $C^1$ velocity. The proof writes $2 = 1 + 1$ and takes the last component of `contDiff_succ_iff_deriv`.

```lean
/-- The group velocity of a `C²` band is `C¹`. -/
theorem velocity_contDiff (hE : ContDiff ℝ 2 E) : ContDiff ℝ 1 (velocity E) := by
  have h : ContDiff ℝ (1 + 1) E := by
    rw [one_add_one_eq_two]
    exact hE
  exact (contDiff_succ_iff_deriv.mp h).2.2
```

## Integration by parts

The chain and product rules give
$$\frac{d}{dk}\bigl[f(E)\,E'\bigr] = f'(E)\,E'^2 + f(E)\,E'' .$$
Integrating from $a$ to any endpoint $b$ and moving one term across,
$$\int_a^b f(E)E''\,dk = f(E(b))E'(b) - f(E(a))E'(a) + \int_a^b \bigl(-f'(E)\bigr)E'^2\,dk .$$
In the proof, `h4` is the chain rule, `h4.fun_mul h2` the product rule, `key` the fundamental theorem of calculus, and `linarith` the rearrangement. Lean gives a non-integrable function the integral $0$; the continuity statements `c1` and `c2` show that both integrands are integrable, which the splitting by `intervalIntegral.integral_sub` needs.

```lean
/-- Integration by parts from `a` to `b` for `C²` `E` and `C¹` `f`: the integral of `f(E) E''`
is the boundary term
`f(E) E'` plus the integral of `-f'(E) (E')²`. -/
theorem parts_identity (hE : ContDiff ℝ 2 E) (hf : ContDiff ℝ 1 f) (a b : ℝ) :
    ∫ k in a..b, f (E k) * invMass E k
      = f (E b) * velocity E b - f (E a) * velocity E a
        + ∫ k in a..b, -deriv f (E k) * velocity E k ^ 2 := by
  have hv := velocity_contDiff hE
  have cE : Continuous E := hE.continuous
  have cv : Continuous (velocity E) := hv.continuous
  have cm : Continuous (invMass E) := hv.continuous_deriv_one
  have c1 : Continuous fun k => f (E k) * invMass E k := (hf.continuous.comp cE).mul cm
  have c2 : Continuous fun k => -deriv f (E k) * velocity E k ^ 2 :=
    (hf.continuous_deriv_one.comp cE).neg.mul (cv.pow 2)
  -- product and chain rule for `f(E) E'`
  have hd : ∀ k, HasDerivAt (fun k => f (E k) * velocity E k)
      (f (E k) * invMass E k - -deriv f (E k) * velocity E k ^ 2) k := by
    intro k
    have h1 : HasDerivAt E (velocity E k) k :=
      (hE.differentiable (by norm_num) k).hasDerivAt
    have h2 : HasDerivAt (velocity E) (invMass E k) k :=
      (hv.differentiable (by norm_num) k).hasDerivAt
    have h3 : HasDerivAt f (deriv f (E k)) (E k) :=
      (hf.differentiable (by norm_num) (E k)).hasDerivAt
    have h4 : HasDerivAt (fun k => f (E k)) (deriv f (E k) * velocity E k) k :=
      HasDerivAt.comp k h3 h1
    exact (h4.fun_mul h2).congr_deriv (by ring)
  have key := integral_eq_sub_of_hasDerivAt (a := a) (b := b) (fun k _ => hd k)
    ((c1.intervalIntegrable a b).sub (c2.intervalIntegrable a b))
  rw [intervalIntegral.integral_sub (c1.intervalIntegrable a b)
    (c2.intervalIntegrable a b)] at key
  linarith
```

The pattern in `hd` is worth reusing. One builds `HasDerivAt` from its combinators without caring about the shape of the resulting expression, then uses `congr_deriv (by ring)` to recast the derivative in the form that the next lemma wants, here a difference of the two integrands.

## The sum rule

Put $b = a + L$. Then $E(a+L) = E(a)$ and $E'(a+L) = E'(a)$, the boundary term vanishes, and $D = W$. The two rewrites `hper a` and `velocity_periodic hper a` are these equalities. The theorem holds for every $a$, for either sign of $L$, and without monotonicity of $f$; at $L = 0$ it reads $0 = 0$.

```lean
/-- Effective-mass sum rule: for a `C²` band of period `L` and a `C¹` occupation, the Drude
weight equals the Fermi-surface weight. -/
theorem sum_rule (hE : ContDiff ℝ 2 E) (hper : Function.Periodic E L)
    (hf : ContDiff ℝ 1 f) (a : ℝ) :
    drudeWeight f E a L = fermiSurfaceWeight f E a L := by
  unfold drudeWeight fermiSurfaceWeight
  -- the boundary term cancels over a period
  rw [parts_identity hE hf, hper a, velocity_periodic hper a]
  ring
```

Periodicity carries the cancellation. For the free-electron parabola $E = k^2/2$ with $f = 1$ one finds $D = L$ and $W = 0$, the difference being the boundary term $E'(a+L) - E'(a)$.

## Sign and the full band

If $f$ is nonincreasing then $f' \le 0$, the integrand of $W$ is a product of two nonnegative numbers, and for $L > 0$ this gives $D \ge 0$. `Antitone f` asks for monotonicity at all energies, and `hanti.deriv_nonpos` supplies the sign of $f'$.

```lean
/-- For a `C²` band of period `L > 0` and a `C¹` nonincreasing occupation the Drude weight is
nonnegative. -/
theorem drudeWeight_nonneg (hE : ContDiff ℝ 2 E) (hper : Function.Periodic E L) (hL : 0 < L)
    (hf : ContDiff ℝ 1 f) (hanti : Antitone f) (a : ℝ) :
    0 ≤ drudeWeight f E a L := by
  rw [sum_rule hE hper hf]
  apply intervalIntegral.integral_nonneg (by linarith)
  intro k _
  have h : deriv f (E k) ≤ 0 := hanti.deriv_nonpos
  exact mul_nonneg (neg_nonneg.mpr h) (sq_nonneg _)
```

For a constant occupation $f = c$ the derivative $f'$ is zero, so $W = 0$ and $D = 0$. The value $c = 1$ is the full band and $c = 0$ the empty one; no sign of $L$ is needed.

```lean
/-- For a `C²` band of period `L` and a constant occupation `f = c` the Drude weight is zero. -/
theorem drudeWeight_const (hE : ContDiff ℝ 2 E) (hper : Function.Periodic E L) (c a : ℝ) :
    drudeWeight (fun _ => c) E a L = 0 := by
  rw [sum_rule hE hper contDiff_const]
  simp [fermiSurfaceWeight]
```

## When the weight vanishes

For nonincreasing $f$ and $L > 0$, $D = 0$ exactly when $f'(E(k))\,E'(k) = 0$ for every $k$ in the closed zone `Icc a (a + L)`. Suppose the product is nonzero at some $k$. Then $f'(E(k)) < 0$ and $E'(k) \ne 0$ (`hk1`, `hk2`), so the continuous nonnegative integrand of $W$ is positive at $k$ and its integral is positive. This is `hpos`, obtained by comparing with the zero function, and it contradicts $W = 0$. Conversely, multiplying $f'(E)E' = 0$ by $-E'$ shows that the integrand vanishes on the zone, which is the `linear_combination` step. A flat band, with $E' = 0$ everywhere, satisfies the condition whatever the occupation.

```lean
/-- For a `C²` band of period `L > 0` and a `C¹` nonincreasing occupation the Drude weight
vanishes exactly
when `f'(E(k)) E'(k) = 0` at every point of the zone. -/
theorem drudeWeight_eq_zero_iff (hE : ContDiff ℝ 2 E) (hper : Function.Periodic E L)
    (hL : 0 < L) (hf : ContDiff ℝ 1 f) (hanti : Antitone f) (a : ℝ) :
    drudeWeight f E a L = 0 ↔
      ∀ k ∈ Icc a (a + L), deriv f (E k) * velocity E k = 0 := by
  rw [sum_rule hE hper hf]
  unfold fermiSurfaceWeight
  constructor
  · intro h0 k hk
    by_contra hne
    have c2 : Continuous fun k => -deriv f (E k) * velocity E k ^ 2 :=
      (hf.continuous_deriv_one.comp hE.continuous).neg.mul
        ((velocity_contDiff hE).continuous.pow 2)
    have hle : ∀ x, deriv f (E x) ≤ 0 := fun x => hanti.deriv_nonpos
    have hk1 : deriv f (E k) < 0 := lt_of_le_of_ne (hle k) (left_ne_zero_of_mul hne)
    have hk2 : velocity E k ≠ 0 := right_ne_zero_of_mul hne
    -- a continuous nonnegative integrand, positive at `k`, has positive integral
    have hpos := integral_lt_integral_of_continuousOn_of_le_of_exists_lt
      (f := fun _ => (0 : ℝ)) (g := fun k => -deriv f (E k) * velocity E k ^ 2)
      (show a < a + L by linarith) continuousOn_const c2.continuousOn
      (fun x _ => mul_nonneg (neg_nonneg.mpr (hle x)) (sq_nonneg _))
      ⟨k, hk, mul_pos (neg_pos.mpr hk1) (by positivity)⟩
    rw [h0, intervalIntegral.integral_zero] at hpos
    exact lt_irrefl _ hpos
  · intro h
    have h1 : ∫ k in a..a + L, -deriv f (E k) * velocity E k ^ 2
        = ∫ _ in a..a + L, (0 : ℝ) := by
      apply intervalIntegral.integral_congr
      intro k hk
      rw [uIcc_of_le (by linarith)] at hk
      have hk0 := h k hk
      show -deriv f (E k) * velocity E k ^ 2 = 0
      linear_combination (-velocity E k) * hk0
    rw [h1, intervalIntegral.integral_zero]
```

If $f' < 0$ at all energies, then $f$ is strictly decreasing and so $D \ge 0$; if moreover $E'(k) \ne 0$ at one point of the zone, the product $f'(E(k))E'(k)$ is nonzero there, so $D \neq 0$ and hence $D > 0$. The Fermi–Dirac function at inverse temperature $\beta > 0$ is the case in mind, since $f' = -\beta f(1-f)$, but the theorem takes `hneg` as a hypothesis and mentions no particular $f$.

```lean
/-- For a `C²` band of period `L > 0` and a `C¹` occupation: if `f' < 0` at all energies and the
group velocity is nonzero somewhere
in the zone, the Drude weight is strictly positive. -/
theorem drudeWeight_pos (hE : ContDiff ℝ 2 E) (hper : Function.Periodic E L) (hL : 0 < L)
    (hf : ContDiff ℝ 1 f) (hneg : ∀ ε, deriv f ε < 0) (a k : ℝ) (hk : k ∈ Icc a (a + L))
    (hv : velocity E k ≠ 0) : 0 < drudeWeight f E a L := by
  have hanti : Antitone f := (strictAnti_of_deriv_neg hneg).antitone
  refine lt_of_le_of_ne (drudeWeight_nonneg hE hper hL hf hanti a) fun h => ?_
  have h0 := (drudeWeight_eq_zero_iff hE hper hL hf hanti a).mp h.symm k hk
  exact mul_ne_zero (hneg _).ne hv h0
```

## A tight-binding band

Take $E = -\cos k$, $L = 2\pi$, $a = 0$ and $f(\varepsilon) = (1-\varepsilon)/2$, which runs from $1$ at the band bottom to $0$ at the top. Then $f' = -1/2$ and $E' = \sin k$ (`h1`, `h2`), and
$$D = W = \tfrac12\int_0^{2\pi} \sin^2 k\,dk = \frac{\pi}{2},$$
with `integral_sin_sq` supplying the antiderivative. The theorem states the smoothness, periodicity and monotonicity conditions together with this value.

```lean
/-- The tight-binding band `E(k) = -cos k` is `C²` with period `2π`, the occupation
`f(ε) = (1 - ε) / 2` is `C¹` and nonincreasing, and their Drude weight on `[0, 2π]` is `π / 2`. -/
theorem tightBinding_witness :
    ContDiff ℝ 2 (fun k => -Real.cos k) ∧
    Function.Periodic (fun k => -Real.cos k) (2 * Real.pi) ∧
    ContDiff ℝ 1 (fun ε : ℝ => (1 - ε) / 2) ∧ Antitone (fun ε : ℝ => (1 - ε) / 2) ∧
    drudeWeight (fun ε => (1 - ε) / 2) (fun k => -Real.cos k) 0 (2 * Real.pi)
      = Real.pi / 2 := by
  have hE : ContDiff ℝ 2 (fun k => -Real.cos k) := Real.contDiff_cos.neg
  have hper : Function.Periodic (fun k => -Real.cos k) (2 * Real.pi) := fun k => by simp
  have hf : ContDiff ℝ 1 (fun ε : ℝ => (1 - ε) / 2) :=
    (contDiff_const.sub contDiff_id).div_const 2
  refine ⟨hE, hper, hf, fun x y h => by show (1 - y) / 2 ≤ (1 - x) / 2; linarith, ?_⟩
  have h1 : ∀ ε : ℝ, deriv (fun ε : ℝ => (1 - ε) / 2) ε = -1 / 2 := fun ε =>
    (((hasDerivAt_id' ε).const_sub 1).div_const 2).deriv
  have h2 : ∀ k, velocity (fun k => -Real.cos k) k = Real.sin k := fun k =>
    ((Real.hasDerivAt_cos k).fun_neg.congr_deriv (neg_neg _)).deriv
  rw [sum_rule hE hper hf]
  unfold fermiSurfaceWeight
  simp only [h1, h2]
  rw [intervalIntegral.integral_const_mul, integral_sin_sq, zero_add, Real.sin_zero,
    Real.sin_two_pi]
  ring

end

end EffectiveMassSumRule
```

```lean
#print axioms EffectiveMassSumRule.sum_rule
-- 'EffectiveMassSumRule.sum_rule' depends on axioms: [propext, Classical.choice, Quot.sound]
#print axioms EffectiveMassSumRule.drudeWeight_const
-- 'EffectiveMassSumRule.drudeWeight_const' depends on axioms: [propext, Classical.choice, Quot.sound]
#print axioms EffectiveMassSumRule.drudeWeight_pos
-- 'EffectiveMassSumRule.drudeWeight_pos' depends on axioms: [propext, Classical.choice, Quot.sound]
```

## Inverted occupation, the sharp step, and a circle model

The following three remarks are pencil arguments that Lean has not checked. With the inverted occupation $f(\varepsilon) = (1+\varepsilon)/2$ on the same band, $f' = +1/2$ and the sum rule gives $D = -\pi/2$, so the hypothesis that $f$ is nonincreasing cannot be dropped from `drudeWeight_nonneg`.

As $f$ sharpens to a step at a chemical potential $\mu$, $-f'$ tends to $\delta(\varepsilon - \mu)$, and $W$ tends to the sum of $|E'(k_F)|$ over the points $k_F$ of the half-open zone $[a, a+L)$, $L > 0$, with $E(k_F) = \mu$, provided the velocity is nonzero there. For the cosine band with $-1 < \mu < 1$ and $0 < k_F < \pi$ this is $2\sin k_F$, which agrees with $\int_{-k_F}^{k_F}\cos k\,dk$.

The band could also have been modelled as a function on the circle $\mathbb{R}/L\mathbb{Z}$ with $L > 0$ fixed. Periodicity would then be part of the type and the starting point $a$ would disappear from the statements, at the price of lifting to $\mathbb{R}$ to differentiate, and the boundary-term identity on a general $[a,b]$ would have to be stated for the lift.
